# For B, v > 0, the central-difference error bound B²h⁴ + v/h² has a unique optimal step h > 0

Take the central-difference gradient of a smooth energy, computed at step h from two independent, unbiased energy estimates. Its mean-squared error is bounded by

B²h⁴ + v/h².

Here Bh² bounds the bias from the finite step, and v/h² bounds the variance from measurement noise. For fixed B, v > 0 exactly one step h > 0 minimises the bound. It satisfies

h⁶ = v/(2B²),

and the minimum value is

3B²(v/(2B²))^(2/3).

If v = c/N for N shots, with c > 0 fixed, the least root-mean-square bound is a constant times N^(-1/3).

## Choosing the step in a variational code

A variational quantum algorithm that differentiates its energy numerically meets this trade-off for each circuit parameter, taken here one at a time: a small step amplifies shot noise, and a large one adds truncation error. With v = c/N, taking 64 times as many shots halves the optimal step and divides the least root-mean-square bound by four. At the optimum the noise term is twice the squared-bias term, which is a quick check on a chosen step.

## From two noisy energies to the optimal step

Let E be the energy as a function of one parameter, and g its gradient at x. Let Y₊ and Y₋ be independent, unbiased estimates of E(x+h) and E(x−h), each with variance at most w. The gradient estimate is

Z = (Y₊ − Y₋)/(2h).

The smoothness assumption is

|E(x+h) − E(x−h) − 2gh| ≤ 2Bh³.

It says that the odd part of the energy about x, (E(x+h) − E(x−h))/2, differs from gh by at most Bh³. For a third derivative bounded by M, Taylor's theorem suggests B = M/6. Dividing by 2h bounds the bias, with m the mean of Z:

|m − g| ≤ Bh².

Expanding the square and writing ⟨·⟩ for the mean,

⟨(Z − g)²⟩ = ⟨Z²⟩ − 2gm + g² = (m − g)² + Var Z.

Independent noises add in variance, so

Var Z = (Var Y₊ + Var Y₋)/(4h²) ≤ (w/2)/h².

This gives the bound with v = w/2.

To minimise it, let k > 0 satisfy k⁶ = v/(2B²), so that v = 2B²k⁶. Then

B²h⁴ + v/h² − 3B²k⁴ = B²(h⁶ − 3k⁴h² + 2k⁶)/h²

= B²(h² − k²)²(h² + 2k²)/h².

For h > 0 the last expression is zero at h = k and positive elsewhere. The minimum is therefore 3B²k⁴, which is the value stated above. The square root is increasing, so the same step minimises the root-mean-square bound. With v = c/N its least value is

√3 B k² = √3 B (c/(2B²))^(1/3) N^(-1/3).

## The Lean file

```lean
import Mathlib

open MeasureTheory ProbabilityTheory

namespace CentralDifferenceGradient

noncomputable section

/-- The bound `B² h⁴ + v / h²` on the mean-squared error of a central-difference gradient
with step `h ≠ 0`: squared bias plus shot noise. -/
def mseBound (B v h : ℝ) : ℝ := B ^ 2 * h ^ 4 + v / h ^ 2

/-- The step `(v / (2B²))^(1/6)`, for `B ≠ 0` and `v ≥ 0`. -/
def optStep (B v : ℝ) : ℝ := (v / (2 * B ^ 2)) ^ (1 / 6 : ℝ)

variable {Ω : Type*} [MeasurableSpace Ω] {μ : Measure Ω} [IsProbabilityMeasure μ]

/-- The mean-squared error of a square-integrable estimator `Z` of the number `g` is its
squared bias plus its variance. -/
theorem mse_eq_bias_sq_add_variance {Z : Ω → ℝ} (hZ : MemLp Z 2 μ) (g : ℝ) :
    ∫ ω, (Z ω - g) ^ 2 ∂μ = (∫ ω, Z ω ∂μ - g) ^ 2 + variance Z μ := by
  have i1 : Integrable (fun ω => Z ω ^ 2) μ := hZ.integrable_sq
  have i2 : Integrable (fun ω => 2 * g * Z ω) μ :=
    (hZ.integrable one_le_two).const_mul (2 * g)
  have i3 : Integrable (fun ω => Z ω ^ 2 - 2 * g * Z ω) μ := i1.sub i2
  have e : ∀ ω, (Z ω - g) ^ 2 = (Z ω ^ 2 - 2 * g * Z ω) + g ^ 2 := fun ω => by ring
  have hv := variance_eq_sub hZ
  simp only [Pi.pow_apply] at hv
  simp_rw [e]
  rw [integral_add i3 (integrable_const _), integral_sub i1 i2, integral_const_mul, hv]
  simp only [integral_const, probReal_univ, one_smul]
  ring

/-- Let `E (x + h) - E (x - h)`, `h > 0`, differ from `2 g h` by at most `2 B h³`, and let
independent, square-integrable, unbiased estimates of the two energies have variance at most `w`.
The central difference then estimates the number `g` with mean-squared error at most
`mseBound B (w / 2) h`. -/
theorem mse_le_mseBound {E : ℝ → ℝ} {B g h w x : ℝ} (hh : 0 < h)
    (hE : |E (x + h) - E (x - h) - 2 * g * h| ≤ 2 * B * h ^ 3)
    {Yp Ym : Ω → ℝ} (hp : MemLp Yp 2 μ) (hm : MemLp Ym 2 μ) (hind : IndepFun Yp Ym μ)
    (ep : ∫ ω, Yp ω ∂μ = E (x + h)) (em : ∫ ω, Ym ω ∂μ = E (x - h))
    (vp : variance Yp μ ≤ w) (vm : variance Ym μ ≤ w) :
    ∫ ω, ((Yp ω - Ym ω) / (2 * h) - g) ^ 2 ∂μ ≤ mseBound B (w / 2) h := by
  obtain ⟨c, hc⟩ : ∃ c : ℝ, c = 1 / (2 * h) := ⟨_, rfl⟩
  have hX : MemLp (fun ω => c * Yp ω) 2 μ := hp.const_mul c
  have hY : MemLp (fun ω => -c * Ym ω) 2 μ := hm.const_mul (-c)
  have hi : IndepFun (fun ω => c * Yp ω) (fun ω => -c * Ym ω) μ :=
    hind.comp (measurable_const_mul c) (measurable_const_mul (-c))
  have hZ : MemLp (fun ω => c * Yp ω + -c * Ym ω) 2 μ := hX.add hY
  -- independent noises add in variance
  have hvar : variance (fun ω => c * Yp ω + -c * Ym ω) μ
      = c ^ 2 * (variance Yp μ + variance Ym μ) := by
    calc variance (fun ω => c * Yp ω + -c * Ym ω) μ
        = variance (fun ω => c * Yp ω) μ + variance (fun ω => -c * Ym ω) μ :=
          IndepFun.variance_add hX hY hi
      _ = c ^ 2 * (variance Yp μ + variance Ym μ) := by
          rw [variance_const_mul, variance_const_mul]; ring
  have hmean : ∫ ω, (c * Yp ω + -c * Ym ω) ∂μ = (E (x + h) - E (x - h)) / (2 * h) := by
    rw [integral_add (hX.integrable one_le_two) (hY.integrable one_le_two),
      integral_const_mul, integral_const_mul, ep, em, hc]
    ring
  -- the bias is at most `B h²`
  have hbias : |(E (x + h) - E (x - h)) / (2 * h) - g| ≤ B * h ^ 2 := by
    have e : (E (x + h) - E (x - h)) / (2 * h) - g
        = (E (x + h) - E (x - h) - 2 * g * h) / (2 * h) := by
      field_simp
    have h2h : 0 < 2 * h := by positivity
    rw [e, abs_div, abs_of_pos h2h, div_le_iff₀ h2h]
    exact hE.trans_eq (by ring)
  have e : ∀ ω, (Yp ω - Ym ω) / (2 * h) = c * Yp ω + -c * Ym ω := fun ω => by
    rw [hc]; ring
  simp_rw [e]
  rw [mse_eq_bias_sq_add_variance hZ, hmean, hvar]
  have hb := pow_le_pow_left₀ (abs_nonneg _) hbias 2
  rw [sq_abs] at hb
  have hn : c ^ 2 * (variance Yp μ + variance Ym μ) ≤ c ^ 2 * (2 * w) :=
    mul_le_mul_of_nonneg_left (by linarith) (sq_nonneg c)
  have hw : c ^ 2 * (2 * w) = w / 2 / h ^ 2 := by
    rw [hc]; field_simp
  unfold mseBound
  calc _ ≤ (B * h ^ 2) ^ 2 + w / 2 / h ^ 2 := add_le_add hb (hn.trans_eq hw)
    _ = _ := by ring

/-- If `k⁶ = v / (2B²)` with `B ≠ 0`, this is the exact excess of the error bound at a step
`h ≠ 0` over the value `3 B² k⁴`. -/
theorem mseBound_excess {B v h k : ℝ} (hB : B ≠ 0) (hh : h ≠ 0)
    (hk : k ^ 6 = v / (2 * B ^ 2)) :
    mseBound B v h - 3 * B ^ 2 * k ^ 4
      = B ^ 2 * (h ^ 2 - k ^ 2) ^ 2 * (h ^ 2 + 2 * k ^ 2) / h ^ 2 := by
  have hv : v = 2 * B ^ 2 * k ^ 6 := by rw [hk]; field_simp
  unfold mseBound
  rw [hv]
  field_simp
  ring

/-- For `B, v > 0` the error bound has a unique minimum over positive steps, at
`h⁶ = v / (2B²)`, with value `3 B² (v / (2B²))^(2/3)`. -/
theorem mseBound_unique_minimum {B v : ℝ} (hB : 0 < B) (hv : 0 < v) :
    0 < optStep B v ∧ optStep B v ^ 6 = v / (2 * B ^ 2) ∧
    mseBound B v (optStep B v) = 3 * B ^ 2 * (v / (2 * B ^ 2)) ^ (2 / 3 : ℝ) ∧
    ∀ h, 0 < h → h ≠ optStep B v → mseBound B v (optStep B v) < mseBound B v h := by
  have hq : 0 < v / (2 * B ^ 2) := by positivity
  have kpos : 0 < optStep B v := Real.rpow_pos_of_pos hq _
  have k6 : optStep B v ^ 6 = v / (2 * B ^ 2) := by
    unfold optStep
    rw [← Real.rpow_natCast, ← Real.rpow_mul hq.le]
    norm_num
  have k4 : optStep B v ^ 4 = (v / (2 * B ^ 2)) ^ (2 / 3 : ℝ) := by
    unfold optStep
    rw [← Real.rpow_natCast, ← Real.rpow_mul hq.le]
    norm_num
  have hmin : mseBound B v (optStep B v) = 3 * B ^ 2 * optStep B v ^ 4 := by
    have h0 := mseBound_excess hB.ne' kpos.ne' k6
    rw [sub_self] at h0
    norm_num at h0
    linarith
  refine ⟨kpos, k6, by rw [hmin, k4], fun h hh hne => ?_⟩
  -- away from the optimal step the excess is strictly positive
  have hd : h ^ 2 - optStep B v ^ 2 ≠ 0 := by
    intro h0
    have hf : (h - optStep B v) * (h + optStep B v) = 0 := by linear_combination h0
    rcases mul_eq_zero.mp hf with h' | h'
    · exact hne (by linarith)
    · linarith
  have hpos : 0 < B ^ 2 * (h ^ 2 - optStep B v ^ 2) ^ 2
      * (h ^ 2 + 2 * optStep B v ^ 2) / h ^ 2 := by positivity
  have hex := mseBound_excess hB.ne' hh.ne' k6
  linarith

/-- With noise `v = c / N` for `N > 0` shots and `B, c > 0`, the least root-mean-square
bound over all positive steps is a constant times `N^(-1/3)`. -/
theorem optimal_rms_scaling {B c : ℝ} (hB : 0 < B) (hc : 0 < c) {N : ℕ} (hN : 0 < N) :
    IsLeast ((fun h => √(mseBound B (c / N) h)) '' Set.Ioi 0)
      (√3 * B * (c / (2 * B ^ 2)) ^ (1 / 3 : ℝ) * (N : ℝ) ^ (-(1 / 3) : ℝ)) := by
  have hN' : (0 : ℝ) < N := by exact_mod_cast hN
  obtain ⟨kpos, -, hval, hlt⟩ := mseBound_unique_minimum hB (div_pos hc hN')
  have hq : 0 < c / (2 * B ^ 2) := by positivity
  have hqN : 0 < c / N / (2 * B ^ 2) := by positivity
  -- the shot number factors out of the optimal value
  have split : (c / N / (2 * B ^ 2)) ^ (1 / 3 : ℝ)
      = (c / (2 * B ^ 2)) ^ (1 / 3 : ℝ) * (N : ℝ) ^ (-(1 / 3) : ℝ) := by
    have e : c / N / (2 * B ^ 2) = c / (2 * B ^ 2) * (N : ℝ)⁻¹ := by ring
    rw [e, Real.mul_rpow hq.le (inv_nonneg.mpr hN'.le), Real.inv_rpow hN'.le,
      Real.rpow_neg hN'.le]
  have square : (c / N / (2 * B ^ 2)) ^ (2 / 3 : ℝ)
      = ((c / N / (2 * B ^ 2)) ^ (1 / 3 : ℝ)) ^ 2 := by
    rw [← Real.rpow_natCast ((c / N / (2 * B ^ 2)) ^ (1 / 3 : ℝ)) 2,
      ← Real.rpow_mul hqN.le]
    norm_num
  have hroot : √(mseBound B (c / N) (optStep B (c / N)))
      = √3 * B * (c / (2 * B ^ 2)) ^ (1 / 3 : ℝ) * (N : ℝ) ^ (-(1 / 3) : ℝ) := by
    have h3 : √3 ^ 2 = (3 : ℝ) := Real.sq_sqrt (by norm_num)
    have e : mseBound B (c / N) (optStep B (c / N))
        = (√3 * B * (c / (2 * B ^ 2)) ^ (1 / 3 : ℝ) * (N : ℝ) ^ (-(1 / 3) : ℝ)) ^ 2 := by
      rw [hval, square, split, mul_pow, mul_pow, mul_pow, mul_pow, h3]
      ring
    rw [e, Real.sqrt_sq (by positivity)]
  rw [← hroot]
  refine ⟨⟨_, kpos, rfl⟩, ?_⟩
  rintro _ ⟨h, hh, rfl⟩
  apply Real.sqrt_le_sqrt
  by_cases hk : h = optStep B (c / N)
  · rw [hk]
  · exact (hlt h hh hk).le

end

end CentralDifferenceGradient
```

```lean
#print axioms CentralDifferenceGradient.mse_le_mseBound
#print axioms CentralDifferenceGradient.mseBound_unique_minimum
#print axioms CentralDifferenceGradient.optimal_rms_scaling
```

```
'CentralDifferenceGradient.mse_le_mseBound' depends on axioms: [propext, Classical.choice, Quot.sound]
'CentralDifferenceGradient.mseBound_unique_minimum' depends on axioms: [propext, Classical.choice, Quot.sound]
'CentralDifferenceGradient.optimal_rms_scaling' depends on axioms: [propext, Classical.choice, Quot.sound]
```

## What the theorems say about a measured gradient

In `mse_le_mseBound`, the probability space `Ω` with measure `μ` holds the measurement outcomes, and `Yp` and `Ym` are the two energy estimates. `MemLp Yp 2 μ` says that the estimate has a finite second moment, `IndepFun` is independence, and `ep` and `em` say that the estimates are unbiased. The number `w` bounds the variance of each finished energy estimate, not that of a single shot.

The smoothness assumption is the hypothesis `hE`, stated for one step `h`. The error guarantee therefore holds at those steps where `hE` holds with the chosen `B`. The optimal step should be checked against that range, because the minimisation itself runs over all positive `h`.

`mseBound_unique_minimum` says that `optStep B v` is positive, has the stated sixth power and value, and gives a strictly smaller bound than any other positive step. In `optimal_rms_scaling`, `Set.Ioi 0` is the set of positive steps, and `IsLeast` says that the displayed value is attained and that no positive step gives less.

The relation v = c/N is put in as a formula. It is the usual law for averaging N independent shots per energy, with a single-shot variance bound that does not depend on h. Drift or correlated shots can break it. On a real device, gate errors can also bias the measured energies, which `ep` and `em` exclude when E is the ideal energy. More shots do not remove that bias.

The scaling concerns the bound, and the actual error may be smaller. For a quadratic energy, for example, the central difference has no bias at all.

## How Lean reaches the bound and its minimum

`mse_eq_bias_sq_add_variance` expands the square under the integral, with square-integrability justifying the split. `mse_le_mseBound` writes Z as a sum of two scaled estimates and applies `IndepFun.variance_add`; the local `c` there is 1/(2h), unrelated to the noise constant in v = c/N. `mseBound_excess` is the factorisation above, checked by `field_simp` and `ring`, so no derivative in h is taken. The last theorem factors N out of the optimal value, writes that value as a square and takes the root.

Strictness of the minimum comes from the tactic `positivity`, which proves signs by working through an expression. It cannot decide the sign of h² − k², but it knows that an even power of a nonzero real is positive. The proof therefore first establishes `hd`, that this difference is nonzero when h ≠ k. `positivity` finds `hd` in the context and concludes that the whole excess is positive.

## Anticorrelated noise can break the bound

Take E = 0, g = 0 and B = 0, and let s be +1 or −1 with equal probability. Set Y₊ = s and Y₋ = −s. Both estimates are unbiased with variance 1, so w = 1, but they are not independent. The gradient estimate is s/h, with mean-squared error 1/h², twice the claimed bound 1/(2h²). The covariance of the two estimates is −1 here. Independence could be weakened to a nonnegative covariance, which is enough for the variance step. A code that reuses random numbers for both energies should check the sign of the covariance.
